# In a finite orthonormal spin-orbital basis, a normalized fermionic state is a single determinant of basis orbitals exactly when each occupation is 0 or 1

Whether a normalized many-electron state is a single determinant of given orthonormal spin orbitals can be read off from the occupations of those orbitals. Here a determinant is a product of creation operators for distinct orbitals applied to a vacuum, and a vacuum is any unit vector that the annihilation operators of all the given orbitals send to zero. If these orbitals span the whole one-electron space, this is the usual Slater determinant; otherwise the vacuum may hold electrons in the remaining orbitals. The definition doesn't depend on a particular construction of Fock space. The state space is a finite-dimensional complex inner-product space $V$, and the operators are known only through their anticommutation relations.

## Occupations, number operators and determinants

Let $a_k$ annihilate an electron in spin orbital $k$, with adjoint $a_k^\dagger$, and suppose that

$$a_k a_l + a_l a_k = 0,\qquad a_k a_l^\dagger + a_l^\dagger a_k = \delta_{kl}.$$

These relations express fermionic antisymmetry for orthonormal orbitals. For a unit vector $p$, define the one-particle density matrix

$$\gamma_{kl} = \langle p, a_k^\dagger a_l\, p\rangle .$$

Its diagonal entries are the occupations. Many texts call the transpose of this matrix $\gamma$, which leaves the diagonal unchanged.

Three statements hold:

- If $\gamma_{kk}=g$ with $g\in\{0,1\}$, then $a_k^\dagger a_k\,p = g\,p$.
- If every $\gamma_{kk}$ is 0 or 1, all off-diagonal entries of $\gamma$ vanish.
- For finitely many orbitals, every $\gamma_{kk}$ is 0 or 1 exactly when $p$ is a determinant of distinct orbitals taken from the given set.

## Bit strings and CI density matrices

A determinant-based configuration interaction code stores a basis state as a string of occupations. The string stands for a product of creators in a fixed order, applied to the vacuum. The derivation below shows that, for a finite set of orthonormal spin orbitals, any unit vector with these occupations has that form: sharp occupations leave no freedom except the choice of vacuum vector, which in the Fock space of exactly these orbitals is a phase.

The criterion can also be applied to a density matrix computed from a CI vector. Take four spin orbitals, numbered 0 to 3, and the two-electron state

$$p = c\,|1100\rangle + s\,|0011\rangle,\qquad |c|^2+|s|^2=1 .$$

Its density matrix is diagonal, with entries $|c|^2,|c|^2,|s|^2,|s|^2$. For $|c|^2=0.99$ the occupations are 0.99, 0.99, 0.01 and 0.01, so $p$ is not a determinant of these orbitals, although $\gamma$ is already diagonal. At $s=0$ the occupations become 1, 1, 0, 0 and the state reduces to $|1100\rangle$ up to a phase.

## Emptying and refilling the orbitals

**Occupations as norms.** Moving $a_k^\dagger$ to the left side of the inner product gives $\gamma_{kk}=\|a_kp\|^2$. Taking the expectation value of $a_ka_k^\dagger+a_k^\dagger a_k=1$ in $p$ gives

$$\|a_k^\dagger p\|^2+\|a_kp\|^2=1 .$$

Hence $\gamma_{kk}=0$ exactly when $a_kp=0$, and $\gamma_{kk}=1$ exactly when $a_k^\dagger p=0$.

**Number operator.** In the first case $a_k^\dagger a_kp=0$. In the second, $a_k^\dagger a_kp=p-a_ka_k^\dagger p=p$.

**Off-diagonal entries.** Let $k\neq l$. If $a_kp=0$, then $\gamma_{kl}=\langle a_kp,a_lp\rangle=0$. If $a_k^\dagger p=0$, then $a_k^\dagger a_lp=-a_la_k^\dagger p=0$, so again $\gamma_{kl}=0$.

**From occupations to a determinant.** Let $L=[k_1,\dots,k_n]$ list the orbitals of occupation 1, without repetition, and let all others have occupation 0. If $L$ is empty, $p$ is itself a vacuum. Otherwise put $p_1=a_{k_1}p$. Since $a_{k_1}^\dagger p=0$, the norm identity gives $\|p_1\|=1$, and the anticommutator gives $a_{k_1}^\dagger p_1=p$. The other orbitals keep their occupations, and $k_1$ is now empty:

- $a_{k_1}p_1=a_{k_1}^2p=0$;
- for $m\notin L$, $a_mp_1=-a_{k_1}a_mp=0$;
- for $m\in L$ with $m\neq k_1$, $a_m^\dagger p_1=-a_{k_1}a_m^\dagger p=0$.

So $p_1$ satisfies the same conditions for the shorter list $[k_2,\dots,k_n]$. After $n$ steps one reaches a unit vector $\Omega=a_{k_n}\cdots a_{k_1}p$ that every $a_k$ annihilates, and refilling gives

$$p=a_{k_1}^\dagger\cdots a_{k_n}^\dagger\,\Omega .$$

**From a determinant to occupations.** Start from this last formula, with $\Omega$ a vacuum. For $m\notin L$, the operator $a_m$ anticommutes past every creator and reaches $\Omega$, so $a_mp=0$. For $m\in L$, the operator $a_m^\dagger$ anticommutes until it meets its own copy. The adjoint of the first relation gives $(a_m^\dagger)^2=0$, so $a_m^\dagger p=0$. Because $\|p\|=1$, the occupations are 0 and 1 respectively.

**Smallest cases.** With no orbitals, every unit vector is a vacuum and hence a determinant with an empty list. With one orbital and $p=c_0|0\rangle+c_1|1\rangle$, the occupation is $|c_1|^2$. It is 0 or 1 exactly when one of the two coefficients vanishes. With both coefficients nonzero this is only a mathematical example, since a physical electronic state doesn't superpose even and odd electron numbers.

## The Lean source

```lean
import Mathlib

open Matrix
open LinearMap (adjoint)

namespace SingleDeterminantDensity

noncomputable section

variable {ι V : Type*} [NormedAddCommGroup V] [InnerProductSpace ℂ V]

private lemma inner_self_sq (v : V) : inner ℂ v v = ((‖v‖ ^ 2 : ℝ) : ℂ) :=
  (inner_self_eq_norm_sq_to_K (𝕜 := ℂ) v).trans (Complex.ofReal_pow _ _).symm

private lemma zero_of_double {x : V} (h : x + x = 0) : x = 0 := by
  have h2 : (2 : ℂ) • x = 0 := by rw [two_smul]; exact h
  exact (smul_eq_zero.mp h2).resolve_left two_ne_zero

variable [FiniteDimensional ℂ V]

/-- The one-particle density matrix `⟨p, a_k† a_l p⟩`. -/
def rdm (a : ι → V →ₗ[ℂ] V) (p : V) : Matrix ι ι ℂ :=
  Matrix.of fun k l => inner ℂ p (adjoint (a k) (a l p))

/-- The creators of the orbitals in a list, applied to `Ω` from the last to the first. -/
def slater (a : ι → V →ₗ[ℂ] V) : List ι → V → V
  | [], Ω => Ω
  | k :: L, Ω => adjoint (a k) (slater a L Ω)

/-- `p` is the product of the creators of `L` applied to some unit vector that every annihilator
sends to zero. Under the anticommutation relations and for `L` without repetitions, this makes `p` a
determinant with occupied orbitals `L`. -/
def IsDeterminant (a : ι → V →ₗ[ℂ] V) (L : List ι) (p : V) : Prop :=
  ∃ Ω : V, ‖Ω‖ = 1 ∧ (∀ k, a k Ω = 0) ∧ p = slater a L Ω

private lemma rdm_apply (a : ι → V →ₗ[ℂ] V) (p : V) (k l : ι) :
    rdm a p k l = inner ℂ (a k p) (a l p) :=
  LinearMap.adjoint_inner_right _ _ _

private lemma empty_iff (a : ι → V →ₗ[ℂ] V) (p : V) (k : ι) :
    rdm a p k k = 0 ↔ a k p = 0 := by
  rw [rdm_apply, inner_self_eq_zero]

variable [DecidableEq ι]

/-- The canonical anticommutation relations for annihilators `a k`, whose creators are
their adjoints. -/
structure IsCAR (a : ι → V →ₗ[ℂ] V) : Prop where
  anti : ∀ k l v, a k (a l v) + a l (a k v) = 0
  mixed : ∀ k l v, a k (adjoint (a l) v) + adjoint (a l) (a k v) = if k = l then v else 0

variable {a : ι → V →ₗ[ℂ] V} {p : V}

/-- Under the anticommutation relations, the squared norms of `a_k p` and `a_k† p` sum to the
squared norm of `p`. -/
theorem particle_hole_sum (ha : IsCAR a) (k : ι) (p : V) :
    ‖a k p‖ ^ 2 + ‖adjoint (a k) p‖ ^ 2 = ‖p‖ ^ 2 := by
  have h := congrArg (inner ℂ p) (ha.mixed k k p)
  have h1 : inner ℂ p (a k (adjoint (a k) p)) = inner ℂ (adjoint (a k) p) (adjoint (a k) p) :=
    (LinearMap.adjoint_inner_left _ _ _).symm
  have h2 : inner ℂ p (adjoint (a k) (a k p)) = inner ℂ (a k p) (a k p) :=
    LinearMap.adjoint_inner_right _ _ _
  rw [if_pos rfl, inner_add_right, h1, h2, inner_self_sq, inner_self_sq, inner_self_sq] at h
  have h3 : ‖adjoint (a k) p‖ ^ 2 + ‖a k p‖ ^ 2 = ‖p‖ ^ 2 := by exact_mod_cast h
  linarith

private lemma filled_iff (ha : IsCAR a) (hp : ‖p‖ = 1) (k : ι) :
    rdm a p k k = 1 ↔ adjoint (a k) p = 0 := by
  have h := particle_hole_sum ha k p
  rw [hp] at h
  rw [rdm_apply, inner_self_sq]
  constructor
  · intro e
    have e' : ‖a k p‖ ^ 2 = 1 := by exact_mod_cast e
    have h0 : ‖adjoint (a k) p‖ ^ 2 = 0 := by linarith
    exact norm_eq_zero.mp (pow_eq_zero_iff two_ne_zero |>.mp h0)
  · intro e
    rw [e, norm_zero] at h
    have e' : ‖a k p‖ ^ 2 = 1 := by linarith
    rw [e', Complex.ofReal_one]

/-- Under the anticommutation relations, if orbital `k` has occupation `g` equal to 0 or 1 in a unit
vector `p`, then `a_k† a_k p = g p`. -/
theorem number_eigenvector (ha : IsCAR a) (hp : ‖p‖ = 1) {k : ι} {g : ℂ}
    (hg : g = 0 ∨ g = 1) (h : rdm a p k k = g) : adjoint (a k) (a k p) = g • p := by
  rcases hg with rfl | rfl
  · rw [(empty_iff a p k).mp h, map_zero, zero_smul]
  · have e := ha.mixed k k p
    rw [(filled_iff ha hp k).mp h, map_zero, zero_add, if_pos rfl] at e
    rw [e, one_smul]

/-- Under the anticommutation relations, if every orbital has occupation 0 or 1 in a unit vector,
the off-diagonal elements of its density matrix vanish. -/
theorem rdm_eq_diagonal (ha : IsCAR a) (hp : ‖p‖ = 1)
    (h : ∀ k, rdm a p k k = 0 ∨ rdm a p k k = 1) :
    rdm a p = diagonal fun k => rdm a p k k := by
  ext k l
  by_cases hkl : k = l
  · rw [hkl, diagonal_apply_eq]
  rw [diagonal_apply_ne _ hkl]
  rcases h k with h | h
  · rw [rdm_apply, (empty_iff a p k).mp h, inner_zero_left]
  · have e := ha.mixed l k p
    rw [(filled_iff ha hp k).mp h, map_zero, zero_add, if_neg (Ne.symm hkl)] at e
    change inner ℂ p (adjoint (a k) (a l p)) = 0
    rw [e, inner_zero_right]

private lemma exists_vacuum (ha : IsCAR a) (L : List ι) (hL : L.Nodup)
    (p : V) (h0 : ∀ k, k ∉ L → a k p = 0) (h1 : ∀ k ∈ L, adjoint (a k) p = 0) :
    ∃ Ω : V, ‖Ω‖ = ‖p‖ ∧ (∀ k, a k Ω = 0) ∧ p = slater a L Ω := by
  induction L generalizing p with
  | nil => exact ⟨p, rfl, fun k => h0 k (by simp), rfl⟩
  | cons k L ih =>
    obtain ⟨hkL, hL'⟩ := List.nodup_cons.mp hL
    have hk := h1 k (by simp)
    have back := ha.mixed k k p
    rw [hk, map_zero, zero_add, if_pos rfl] at back
    have hn := particle_hole_sum ha k p
    rw [hk, norm_zero] at hn
    have hn' : ‖a k p‖ = ‖p‖ :=
      (sq_eq_sq₀ (norm_nonneg _) (norm_nonneg _)).mp (by linarith)
    -- emptying orbital k leaves a vector with the remaining orbitals filled
    obtain ⟨Ω, hΩ, hv, hs⟩ := ih hL' (a k p)
      (fun m hm => by
        by_cases hmk : m = k
        · rw [hmk]; exact zero_of_double (ha.anti k k p)
        · have e := ha.anti m k p
          rwa [h0 m (by simp [hmk, hm]), map_zero, add_zero] at e)
      (fun m hm => by
        have hkm : k ≠ m := fun e => hkL (e ▸ hm)
        have e := ha.mixed k m p
        rwa [h1 m (by simp [hm]), map_zero, zero_add, if_neg hkm] at e)
    refine ⟨Ω, hΩ.trans hn', hv, ?_⟩
    change p = adjoint (a k) (slater a L Ω)
    rw [← hs, back]

private lemma slater_occ (ha : IsCAR a) {Ω : V} (hΩ : ∀ k, a k Ω = 0)
    (L : List ι) : (∀ k, k ∉ L → a k (slater a L Ω) = 0) ∧
      ∀ k ∈ L, adjoint (a k) (slater a L Ω) = 0 := by
  -- creators anticommute as well
  have anti' : ∀ k l v, adjoint (a k) (adjoint (a l) v) + adjoint (a l) (adjoint (a k) v) = 0 :=
    fun k l v => ext_inner_left ℂ fun x => by
      simp only [inner_add_right, LinearMap.adjoint_inner_right]
      rw [← inner_add_left, ha.anti, inner_zero_left, inner_zero_right]
  induction L with
  | nil => exact ⟨fun k _ => hΩ k, fun k hk => by simp at hk⟩
  | cons k L ih =>
    constructor
    · intro m hm
      rw [List.mem_cons, not_or] at hm
      have e := ha.mixed m k (slater a L Ω)
      rwa [ih.1 m hm.2, map_zero, add_zero, if_neg hm.1] at e
    · intro m hm
      change adjoint (a m) (adjoint (a k) (slater a L Ω)) = 0
      rcases List.mem_cons.mp hm with h | h
      · rw [h]; exact zero_of_double (anti' k k _)
      · have e := anti' m k (slater a L Ω)
        rwa [ih.2 m h, map_zero, add_zero] at e

/-- Under the anticommutation relations, a unit vector has occupation 1 in the distinct orbitals `L`
and 0 in all others exactly when it is a determinant with occupied orbitals `L`. -/
theorem occupations_iff_determinant (ha : IsCAR a) (hp : ‖p‖ = 1) {L : List ι}
    (hL : L.Nodup) :
    (∀ k, rdm a p k k = if k ∈ L then 1 else 0) ↔ IsDeterminant a L p := by
  constructor
  · intro h
    obtain ⟨Ω, hn, hv, hs⟩ := exists_vacuum ha L hL p
      (fun k hk => (empty_iff a p k).mp (by rw [h k, if_neg hk]))
      (fun k hk => (filled_iff ha hp k).mp (by rw [h k, if_pos hk]))
    exact ⟨Ω, hn.trans hp, hv, hs⟩
  · rintro ⟨Ω, -, hv, hs⟩ k
    have h := slater_occ ha hv L
    rw [← hs] at h
    by_cases hk : k ∈ L
    · rw [if_pos hk]; exact (filled_iff ha hp k).mpr (h.2 k hk)
    · rw [if_neg hk]; exact (empty_iff a p k).mpr (h.1 k hk)

/-- For finitely many orbitals whose annihilators satisfy the anticommutation relations, all
occupations of a unit vector are 0 or 1 exactly when it is a single determinant of distinct
orbitals. -/
theorem sharp_iff_determinant [Fintype ι] (ha : IsCAR a) (hp : ‖p‖ = 1) :
    (∀ k, rdm a p k k = 0 ∨ rdm a p k k = 1) ↔
      ∃ L : List ι, L.Nodup ∧ IsDeterminant a L p := by
  constructor
  · intro h
    -- collect the occupied orbitals
    refine ⟨(Finset.univ.filter fun k => rdm a p k k = 1).toList, Finset.nodup_toList _,
      (occupations_iff_determinant ha hp (Finset.nodup_toList _)).mp fun k => ?_⟩
    rcases h k with h | h <;> simp [h]
  · rintro ⟨L, hL, hd⟩ k
    rw [(occupations_iff_determinant ha hp hL).mpr hd k]
    by_cases hk : k ∈ L <;> simp [hk]

/-- Jordan–Wigner matrices of the annihilators of two fermionic modes. -/
def twoMode : Fin 2 → Matrix (Fin 4) (Fin 4) ℂ :=
  ![!![0, 0, 1, 0; 0, 0, 0, 1; 0, 0, 0, 0; 0, 0, 0, 0],
    !![0, 1, 0, 0; 0, 0, 0, 0; 0, 0, 0, -1; 0, 0, 0, 0]]

/-- The two-mode Jordan–Wigner matrices satisfy the anticommutation relations. -/
theorem isCAR_witness : IsCAR fun k => Matrix.toEuclideanLin (twoMode k) := by
  have key : ∀ (A B : Matrix (Fin 4) (Fin 4) ℂ) (v : EuclideanSpace ℂ (Fin 4)),
      Matrix.toEuclideanLin A (Matrix.toEuclideanLin B v) = Matrix.toEuclideanLin (A * B) v :=
    fun A B v => by simp [Matrix.toLpLin_apply, Matrix.mulVec_mulVec]
  have h1 : ∀ k l, twoMode k * twoMode l + twoMode l * twoMode k = 0 := by
    intro k l
    fin_cases k <;> fin_cases l <;> ext i j <;> fin_cases i <;> fin_cases j <;>
      simp [twoMode]
  have h2 : ∀ k l, twoMode k * (twoMode l)ᴴ + (twoMode l)ᴴ * twoMode k =
      if k = l then 1 else 0 := by
    intro k l
    ext i j
    simp only [Matrix.add_apply, Matrix.mul_apply, conjTranspose_apply, Fin.sum_univ_four]
    fin_cases k <;> fin_cases l <;> fin_cases i <;> fin_cases j <;> simp [twoMode]
  constructor
  · intro k l v
    rw [key, key, ← LinearMap.add_apply, ← map_add, h1, map_zero, LinearMap.zero_apply]
  · intro k l v
    rw [← Matrix.toEuclideanLin_conjTranspose_eq_adjoint, key, key, ← LinearMap.add_apply,
      ← map_add, h2]
    by_cases h : k = l
    · simp [h]
    · simp [h]

end

end SingleDeterminantDensity
```

```lean
#print axioms SingleDeterminantDensity.number_eigenvector
#print axioms SingleDeterminantDensity.rdm_eq_diagonal
#print axioms SingleDeterminantDensity.sharp_iff_determinant
```

```
'SingleDeterminantDensity.number_eigenvector' depends on axioms: [propext, Classical.choice, Quot.sound]
'SingleDeterminantDensity.rdm_eq_diagonal' depends on axioms: [propext, Classical.choice, Quot.sound]
'SingleDeterminantDensity.sharp_iff_determinant' depends on axioms: [propext, Classical.choice, Quot.sound]
```

## Lean objects and their physical meaning

The type `ι` labels spin orbitals, `V` is the many-electron state space, and `a k` is a linear operator on it. `IsCAR a` contains the two anticommutation relations, written as they act on an arbitrary vector. Creators are the true adjoints of the annihilators, so their own anticommutation is derived. `rdm a p` is $\gamma$, with Lean's inner product conjugate-linear in its first argument.

`slater a L Ω` applies the creators so that the head of the list acts last, which gives the product in the derivation. `IsDeterminant a L p` says that some normalized vacuum produces $p$ in this way. Since that vacuum may carry any phase, reordering $L$ doesn't change whether $p$ qualifies.

`number_eigenvector` concerns one orbital and needs only that orbital's occupation to be sharp. `rdm_eq_diagonal` gives the vanishing off-diagonal entries. `occupations_iff_determinant` fixes a list `L` without repetitions (`L.Nodup`) and shows that a unit vector has the matching occupations exactly when it is a determinant that fills `L`. `sharp_iff_determinant` leaves the list to be found and assumes finitely many orbitals.

## Two inductions over the occupied list

`particle_hole_sum` is the norm identity for a vector of any length. `empty_iff` uses only $\gamma_{kk}=\|a_kp\|^2$ to turn occupation 0 into $a_kp=0$, and `filled_iff` adds the norm identity to turn occupation 1 into $a_k^\dagger p=0$. The later proofs use these conditions in place of occupations.

`exists_vacuum` is the emptying argument, by induction on the list. The induction is stated for all vectors `p`, because its hypothesis is applied to $a_kp$. The two function arguments passed to `ih` check the empty and the filled orbitals, and the final rewrite with `back` refills orbital $k$. `slater_occ` is the converse induction: it adds one creator at a time and moves $a_m$ or $a_m^\dagger$ past it. In both, `zero_of_double` extracts $x=0$ from $x+x=0$ when an operator meets itself.

`sharp_iff_determinant` collects the orbitals of occupation 1 into a list and applies the preceding theorem. Finally, `isCAR_witness` checks the relations entry by entry for the $4\times4$ Jordan–Wigner matrices of two modes, so the hypothesis `IsCAR` has a concrete example.

## Reach of the result for a given orbital set

No particle number is assumed for $p$, and no Hamiltonian enters. The equivalence does, however, refer to the orbitals supplied. One electron in $(\phi_0+\phi_1)/\sqrt2$ is a determinant in a rotated basis, but its occupations in $\phi_0,\phi_1$ are both $1/2$. To use the theorems with natural orbitals, one takes the annihilators of those orbitals as the $a_k$; that a unitary rotation preserves the anticommutation relations is a standard calculation which the Lean code leaves out.

The step from the model to an actual electronic state is the identification of $\Omega$ with the zero-electron state. In the Fock space built from exactly the listed orbitals, the vacuum is unique up to a phase. If $V$ also contains orbitals that are not listed, $\Omega$ may hold electrons there, even correlated ones, and $p$ is then a determinant only with respect to the listed set.

The norm identity bounds each diagonal entry between 0 and 1; no theorem here concerns the eigenvalues of a general $\gamma$. The criterion also has no tolerance: an occupation of 0.9999 fails it, and no estimate is given of how far such a state lies from a determinant. Overlapping atomic orbitals must be orthonormalized first, since their mixed anticommutators contain the overlap matrix in place of $\delta_{kl}$.
